# Nonzero natural occupations of a two-electron triplet spatial function have even degeneracy

A two-electron spatial function is represented here by its coefficient matrix in a finite set of \(n\) orthonormal orbitals \(\varphi_i\):

\[
\psi(\mathbf r_1,\mathbf r_2)=\sum_{i,j} C_{ij}\,\varphi_i(\mathbf r_1)\,\varphi_j(\mathbf r_2).
\]

A triplet has a symmetric spin function, so its spatial function is antisymmetric under exchange of the electrons, which means \(C^{T}=-C\). The coefficients may be real or complex, and \(C\) need not be normalised. Spin and the Hamiltonian play no further part.

The one-particle density matrix is taken as \(\gamma=C^\dagger C\). Its eigenvalues \(\mu\) are the occupations up to normalisation: for \(C\neq0\), the spin-summed occupations of the two electrons are \(2\mu/\operatorname{tr}\gamma\). Integrating \(\psi(\mathbf r,\mathbf r_2)\,\overline{\psi(\mathbf r',\mathbf r_2)}\) over \(\mathbf r_2\) gives the matrix \(CC^\dagger\), which for antisymmetric \(C\) is the complex conjugate of \(\gamma\). The occupations and their degeneracies are the same, and an eigenvector of \(\gamma\) lists the conjugated coefficients of a natural orbital.

The claim is that for every real \(\mu\neq0\) the space of solutions of \(\gamma v=\mu v\) has even dimension. The dimension is zero when \(\mu\) is not an eigenvalue. The nonzero occupations obtained from a single two-electron triplet spatial function in a finite orthonormal basis therefore come in equal pairs, which gives a simple check on computed values. A density matrix averaged over several states need not have this property.

## Each orbital has a partner

Write a bar for complex conjugation and define the partner of \(v\) as \(Jv=\overline{Cv}\). This map is antilinear:

\[
J\Big(\sum_i a_i f_i\Big)=\sum_i \bar a_i\,Jf_i .
\]

Antisymmetry gives \(C^\dagger=\overline{C}^{\,T}=-\overline{C}\), and hence

\[
J(Jv)=\overline{C\,\overline{Cv}}=\overline{C}\,C v=-C^\dagger C v=-\gamma v .
\]

The partner is orthogonal to \(v\). The number \(v^TCv\) equals its own transpose, so \(v^TCv=v^TC^Tv=-v^TCv=0\), and

\[
v^\dagger Jv=\overline{v^TCv}=0 .
\]

Now let \(\gamma v=\mu v\) with \(\mu\) real. Applying \(J^2=-\gamma\) to the vector \(Jv\) gives

\[
\gamma Jv=-J(J(Jv))=-J(-\gamma v)=J(\mu v)=\mu\,Jv ,
\]

so the partner has the same occupation. Its squared norm is

\[
\|Jv\|^2=\|Cv\|^2=v^\dagger C^\dagger Cv=\mu\|v\|^2 .
\]

For \(v\neq0\) this forces \(\mu\ge0\), and for \(\mu>0\) the partner is nonzero.

## From a partner to an even dimension

It would be a mistake to stop here. A nonzero orthogonal partner shows that a positive occupation is at least doubly degenerate, but leaves a threefold degeneracy possible. The relation \(J^2=-\mu\) on the whole eigenspace removes that possibility.

Let \(b_1,\dots,b_d\) be any basis of the eigenspace, and expand \(Jb_j=\sum_i M_{ij}b_i\). Antilinearity gives

\[
J(Jb_j)=\sum_i\overline{M_{ij}}\,Jb_i=\sum_k\Big(\sum_i M_{ki}\overline{M_{ij}}\Big)b_k=\sum_k (M\overline M)_{kj}\,b_k .
\]

The left side is \(-\gamma b_j=-\mu b_j\), so \(M\overline M=-\mu\,\mathbb 1\). Taking determinants,

\[
|\det M|^2=(-\mu)^d .
\]

If \(d\) were odd, the eigenspace would contain a nonzero vector, so \(\mu\ge0\), and \(\mu\neq0\) would make it positive. The right side would then be negative while the left side is not. Hence \(d\) is even.

## Occupation zero is different

For odd \(n\), \(\det C=\det C^T=\det(-C)=(-1)^n\det C=-\det C\), so \(\det C=0\). Some \(v\neq0\) then satisfies \(Cv=0\), and therefore \(\gamma v=0\).

The zero eigenspace can have odd dimension. With three orbitals and \(C_{12}=1\), \(C_{21}=-1\), all other entries zero, \(\gamma=\operatorname{diag}(1,1,0)\). After normalisation, the spin-summed occupations are \(1,1,0\), and the zero occurs once.

## The density matrix and partner map in Lean

The type `𝕜` with `RCLike 𝕜` stands for the real or the complex numbers, and the finite type `n` labels the orbitals.

```lean
import Mathlib

open Matrix Module

namespace TripletNaturalOccupations

noncomputable section

variable {𝕜 : Type*} [RCLike 𝕜] {n : Type*} [Fintype n]
```

The symbol `ᴴ` is the conjugate transpose. Orthonormality of the orbitals enters through the reading of this definition; an overlapping basis would need an overlap matrix.

```lean
/-- The matrix `Cᴴ * C`. For an antisymmetric coefficient matrix `C` in an orthonormal orbital
basis, it is the one-particle density matrix of the two-electron spatial function, up to
normalisation, in the convention whose eigenvectors list conjugated orbital coefficients. -/
def densityMatrix (C : Matrix n n 𝕜) : Matrix n n 𝕜 := Cᴴ * C
```

An orbital is represented by a vector `n → 𝕜`, which lists its conjugated coefficients in the convention above, and `star` conjugates a vector entry by entry.

```lean
/-- The partner of an orbital `v`: the complex conjugate of `C v`. -/
def partner (C : Matrix n n 𝕜) (v : n → 𝕜) : n → 𝕜 := star (C *ᵥ v)
```

Antilinearity is stated for a finite sum, the form in which the determinant argument uses it.

```lean
/-- The partner map is antilinear: coefficients of a superposition are conjugated. -/
theorem partner_sum {ι : Type*} [Fintype ι] (C : Matrix n n 𝕜) (a : ι → 𝕜)
    (f : ι → n → 𝕜) :
    partner C (∑ i, a i • f i) = ∑ i, star (a i) • partner C (f i) := by
  have hs := map_sum (Matrix.mulVecLin C) (fun i => a i • f i) Finset.univ
  simp only [Matrix.mulVecLin_apply, Matrix.mulVec_smul] at hs
  simp only [partner, hs, star_sum, star_smul]
```

The hypothesis `Cᵀ = -C` is the triplet condition. The auxiliary `hH` transfers antisymmetry to the conjugate transpose, and the remaining rewriting is the calculation of \(J^2=-\gamma\).

```lean
/-- For an antisymmetric coefficient matrix, taking the partner twice gives minus the action of
the one-particle density matrix. -/
theorem partner_partner {C : Matrix n n 𝕜} (h : Cᵀ = -C) (v : n → 𝕜) :
    partner C (partner C v) = -(densityMatrix C *ᵥ v) := by
  have hH : Cᴴᵀ = -Cᴴ := by
    ext i j
    have hij : C i j = -C j i := congrFun (congrFun h j) i
    change star (C i j) = -star (C j i)
    rw [hij, star_neg]
  unfold partner densityMatrix
  rw [Matrix.star_mulVec C (star (C *ᵥ v)), star_star, ← Matrix.mulVec_transpose, hH,
    Matrix.neg_mulVec, Matrix.mulVec_mulVec]
```

The product `⬝ᵥ` does not conjugate, so the inner product is written `star v ⬝ᵥ partner C v`. In the proof, `h0` says that \(v^TCv\) is its own negative, `h1` that it vanishes, and `key` takes the conjugate outside. This orthogonality completes the picture of a pair, but the parity proof does not use it.

```lean
/-- For an antisymmetric coefficient matrix, every orbital is orthogonal to its partner. -/
theorem partner_orthogonal {C : Matrix n n 𝕜} (h : Cᵀ = -C) (v : n → 𝕜) :
    star v ⬝ᵥ partner C v = 0 := by
  have h0 : v ⬝ᵥ C *ᵥ v = -(v ⬝ᵥ C *ᵥ v) := by
    calc v ⬝ᵥ C *ᵥ v = (Cᵀ *ᵥ v) ⬝ᵥ v := by
          rw [Matrix.dotProduct_mulVec, Matrix.mulVec_transpose]
      _ = -(v ⬝ᵥ C *ᵥ v) := by
          rw [h, Matrix.neg_mulVec, neg_dotProduct, dotProduct_comm]
  have h1 : v ⬝ᵥ C *ᵥ v = 0 := by linear_combination (1 / 2 : 𝕜) * h0
  have key : ∀ a b : n → 𝕜, star a ⬝ᵥ star b = star (a ⬝ᵥ b) := by
    intro a b
    simp only [dotProduct, Pi.star_apply, star_sum, star_mul']
  unfold partner
  rw [key, h1, star_zero]
```

## Partners share an occupation

The occupation `μ` is a real number, cast into `𝕜` where needed. This loses no eigenvalue, because \(\gamma\) is Hermitian. The proof applies the double-partner identity to `partner C v`; `hsmul` uses the reality of `μ` to move the scalar through the antilinear map.

```lean
/-- For an antisymmetric coefficient matrix, the partner of a solution of the natural-orbital
equation with real occupation `μ` solves the same equation. -/
theorem partner_eigen {C : Matrix n n 𝕜} (h : Cᵀ = -C) {μ : ℝ} {v : n → 𝕜}
    (hv : densityMatrix C *ᵥ v = (μ : 𝕜) • v) :
    densityMatrix C *ᵥ partner C v = (μ : 𝕜) • partner C v := by
  have hsmul : partner C ((-(μ : 𝕜)) • v) = (-(μ : 𝕜)) • partner C v := by
    unfold partner
    rw [Matrix.mulVec_smul, star_smul]
    simp
  have h1 := partner_partner h (partner C v)
  rw [partner_partner h v, hv, ← neg_smul, hsmul, neg_smul] at h1
  exact (neg_injective h1).symm
```

The norm identity needs no antisymmetry. Its step `key` is \((Cv)^\dagger(Cv)=\mu\,v^\dagger v\), and the last lines turn this into an equation between real sums of squares.

```lean
/-- The squared norm of the partner of a natural orbital is the occupation times the squared
norm of the orbital. -/
theorem partner_norm {C : Matrix n n 𝕜} {μ : ℝ} {v : n → 𝕜}
    (hv : densityMatrix C *ᵥ v = (μ : 𝕜) • v) :
    ∑ i, ‖partner C v i‖ ^ 2 = μ * ∑ i, ‖v i‖ ^ 2 := by
  have nd : ∀ w : n → 𝕜, star w ⬝ᵥ w = ((∑ i, ‖w i‖ ^ 2 : ℝ) : 𝕜) := by
    intro w
    simp [dotProduct, RCLike.conj_mul]
  have key : star (C *ᵥ v) ⬝ᵥ (C *ᵥ v) = (μ : 𝕜) * (star v ⬝ᵥ v) := by
    rw [Matrix.star_mulVec, ← Matrix.dotProduct_mulVec, Matrix.mulVec_mulVec]
    change star v ⬝ᵥ (densityMatrix C *ᵥ v) = _
    rw [hv, dotProduct_smul, smul_eq_mul]
  rw [nd (C *ᵥ v), nd v] at key
  have hn : ∀ i, ‖partner C v i‖ = ‖(C *ᵥ v) i‖ := fun i => norm_star _
  simp only [hn]
  exact_mod_cast key
```

A nonzero vector has a positive sum of squares, so a negative `μ` would give its partner a negative squared norm.

```lean
/-- The occupation of a nonzero natural orbital is nonnegative. -/
theorem occupation_nonneg {C : Matrix n n 𝕜} {μ : ℝ} {v : n → 𝕜} (hv0 : v ≠ 0)
    (hv : densityMatrix C *ᵥ v = (μ : 𝕜) • v) : 0 ≤ μ := by
  obtain ⟨i, hi⟩ := Function.ne_iff.mp hv0
  have hpos : 0 < ∑ i, ‖v i‖ ^ 2 :=
    Finset.sum_pos' (fun _ _ => sq_nonneg _)
      ⟨i, Finset.mem_univ i, pow_pos (norm_pos_iff.mpr hi) 2⟩
  have hnn : 0 ≤ ∑ i, ‖partner C v i‖ ^ 2 := Finset.sum_nonneg fun _ _ => sq_nonneg _
  rw [partner_norm hv] at hnn
  by_contra hneg
  have := mul_neg_of_neg_of_pos (not_le.mp hneg) hpos
  linarith
```

## The determinant forces even dimension

In the main theorem, `End.eigenspace` is the space of solutions of \(\gamma v=\mu v\), and `finrank` is its dimension over `𝕜`. The only hypotheses are antisymmetry and `μ ≠ 0`.

The proof assumes an odd dimension and chooses a basis `b`. The step `hex` expands each partner in that basis, which is possible because `partner_eigen` keeps it in the eigenspace. The coefficients form `M`, with the same index order as \(M_{ij}\) above. Then `he` computes the double partner of each basis vector, and `hMM` compares coefficients to obtain \(M\overline M=-\mu\,\mathbb 1\). The determinant equation becomes the real equation `hr`, whose two sides have incompatible signs.

```lean
/-- For a real or complex antisymmetric coefficient matrix, the natural orbitals of any given
nonzero occupation span a space of even dimension. -/
theorem even_degeneracy [DecidableEq n] {C : Matrix n n 𝕜} (h : Cᵀ = -C) {μ : ℝ}
    (hμ : μ ≠ 0) :
    Even (finrank 𝕜 (End.eigenspace (Matrix.toLin' (densityMatrix C)) (μ : 𝕜))) := by
  set E := End.eigenspace (Matrix.toLin' (densityMatrix C)) (μ : 𝕜)
  have mem : ∀ v, v ∈ E ↔ densityMatrix C *ᵥ v = (μ : 𝕜) • v := by
    intro v
    rw [End.mem_eigenspace_iff, Matrix.toLin'_apply]
  by_contra hodd
  rw [Nat.not_even_iff_odd] at hodd
  have b := Module.finBasis 𝕜 E
  -- expand the partner of each basis orbital within the eigenspace
  have hex : ∀ j, ∃ c : Fin (finrank 𝕜 E) → 𝕜,
      partner C (b j : n → 𝕜) = ∑ i, c i • (b i : n → 𝕜) := by
    intro j
    let p : E := ⟨partner C (b j : n → 𝕜), (mem _).2 (partner_eigen h ((mem _).1 (b j).2))⟩
    refine ⟨fun i => b.repr p i, ?_⟩
    have hp := congrArg E.subtype (b.sum_repr p)
    simp only [map_sum, map_smul, Submodule.subtype_apply] at hp
    exact hp.symm
  choose c hc using hex
  let M : Matrix (Fin (finrank 𝕜 E)) (Fin (finrank 𝕜 E)) 𝕜 := fun i j => c j i
  have he : ∀ j, ∑ k, (M * M.map star) k j • b k = (-(μ : 𝕜)) • b j := by
    intro j
    apply Subtype.ext
    have h2 := partner_partner h (b j : n → 𝕜)
    rw [(mem _).1 (b j).2, hc j, partner_sum, ← neg_smul] at h2
    simp only [hc, Finset.smul_sum, smul_smul] at h2
    rw [Finset.sum_comm] at h2
    rw [Submodule.coe_smul, ← h2, Submodule.coe_sum]
    refine Finset.sum_congr rfl fun k _ => ?_
    rw [Submodule.coe_smul, Matrix.mul_apply, Finset.sum_smul]
    refine Finset.sum_congr rfl fun i _ => ?_
    rw [mul_comm]
    rfl
  have hMM : M * M.map star = (-(μ : 𝕜)) • 1 := by
    ext k j
    have e1 : b.repr (∑ k', (M * M.map star) k' j • b k') k = (M * M.map star) k j :=
      congrFun (b.repr_sum_self fun k' => (M * M.map star) k' j) k
    rw [← e1, he j]
    by_cases hkj : k = j
    · subst hkj
      rw [map_smul, b.repr_self, Finsupp.smul_apply, Finsupp.single_eq_same,
        Matrix.smul_apply, Matrix.one_apply_eq]
    · simp [hkj]
  -- the determinant of this relation has a nonnegative left side
  have hstar : (M.map star).det = star M.det := by
    rw [← Matrix.det_conjTranspose, ← Matrix.det_transpose]
    rfl
  have hdet := congrArg Matrix.det hMM
  rw [Matrix.det_mul, hstar, Matrix.det_smul, Matrix.det_one, mul_one, Fintype.card_fin] at hdet
  have hnorm : M.det * star M.det = ((‖M.det‖ ^ 2 : ℝ) : 𝕜) := by
    simp [RCLike.mul_conj]
  rw [hnorm] at hdet
  have hr : ‖M.det‖ ^ 2 = (-μ) ^ finrank 𝕜 E := by exact_mod_cast hdet
  have hv0 : (b ⟨0, hodd.pos⟩ : n → 𝕜) ≠ 0 := fun hz => b.ne_zero _ (Subtype.ext hz)
  have hpos : 0 < μ :=
    lt_of_le_of_ne (occupation_nonneg hv0 ((mem _).1 (b ⟨0, hodd.pos⟩).2)) (Ne.symm hμ)
  have hneg : (-μ) ^ finrank 𝕜 E < 0 := hodd.pow_neg (neg_lt_zero.mpr hpos)
  linarith [sq_nonneg ‖M.det‖]
```

For real coefficients the conjugate transpose is the transpose, which gives the statement for \(C^TC\).

```lean
/-- For a real antisymmetric matrix `C`, every eigenspace of `Cᵀ C` at a nonzero occupation has
even dimension. -/
theorem even_degeneracy_real [DecidableEq n] {C : Matrix n n ℝ} (h : Cᵀ = -C) {μ : ℝ}
    (hμ : μ ≠ 0) : Even (finrank ℝ (End.eigenspace (Matrix.toLin' (Cᵀ * C)) μ)) := by
  have hE := even_degeneracy (𝕜 := ℝ) h hμ
  rw [densityMatrix, Matrix.conjTranspose_eq_transpose_of_trivial] at hE
  exact hE
```

## Unpaired orbitals at occupation zero

The next theorem follows the determinant argument for an odd number of orbitals. A vanishing determinant supplies a nonzero vector annihilated by `C`, and hence by the density matrix.

```lean
/-- With an antisymmetric coefficient matrix in an odd number of orbitals, some nonzero orbital
has occupation zero. -/
theorem exists_unoccupied [DecidableEq n] {C : Matrix n n 𝕜} (h : Cᵀ = -C)
    (hn : Odd (Fintype.card n)) : ∃ v : n → 𝕜, v ≠ 0 ∧ densityMatrix C *ᵥ v = 0 := by
  have hd : C.det = -C.det := by
    calc C.det = Cᵀ.det := (Matrix.det_transpose C).symm
      _ = -C.det := by rw [h, Matrix.det_neg, hn.neg_one_pow, neg_one_mul]
  have h0 : C.det = 0 := by linear_combination (1 / 2 : 𝕜) * hd
  obtain ⟨v, hv, hCv⟩ := Matrix.exists_mulVec_eq_zero_iff.mpr h0
  exact ⟨v, hv, by rw [densityMatrix, ← Matrix.mulVec_mulVec, hCv, Matrix.mulVec_zero]⟩
```

The example is the antisymmetrised product of the first two of three orbitals, without the factor \(1/\sqrt2\) that would normalise it. Lean numbers these orbitals 0, 1 and 2.

```lean
/-- The coefficient matrix of two electrons antisymmetrised over the first two of three
orbitals. -/
def threeOrbital : Matrix (Fin 3) (Fin 3) ℝ := !![0, 1, 0; -1, 0, 0; 0, 0, 0]
```

The theorem confirms antisymmetry and a one-dimensional eigenspace at zero, so `even_degeneracy` would be false without `μ ≠ 0`. After `hγ` computes the density matrix, `mem` describes the eigenspace as the vectors whose first two components vanish. The third orbital spans it.

```lean
/-- The three-orbital coefficient matrix is antisymmetric, and its orbitals of occupation zero
form a space of dimension one. -/
theorem zero_occupation_unpaired :
    threeOrbitalᵀ = -threeOrbital ∧
      finrank ℝ (End.eigenspace (Matrix.toLin' (threeOrbitalᵀ * threeOrbital)) (0 : ℝ)) = 1 := by
  constructor
  · ext i j
    fin_cases i <;> fin_cases j <;> simp [threeOrbital]
  have hγ : threeOrbitalᵀ * threeOrbital = !![1, 0, 0; 0, 1, 0; 0, 0, 0] := by
    ext i j
    fin_cases i <;> fin_cases j <;>
      simp [threeOrbital, Matrix.mul_apply, Fin.sum_univ_succ]
  rw [hγ]
  have mem : ∀ w : Fin 3 → ℝ, w ∈ End.eigenspace
      (Matrix.toLin' (!![1, 0, 0; 0, 1, 0; 0, 0, 0] : Matrix (Fin 3) (Fin 3) ℝ)) (0 : ℝ) ↔
      w 0 = 0 ∧ w 1 = 0 := by
    intro w
    rw [End.mem_eigenspace_iff, Matrix.toLin'_apply, zero_smul]
    constructor
    · intro hw
      have h0 := congrFun hw 0
      have h1 := congrFun hw 1
      simp [Matrix.mulVec, dotProduct, Fin.sum_univ_succ] at h0 h1
      exact ⟨h0, h1⟩
    · rintro ⟨h0, h1⟩
      ext i
      fin_cases i <;> simp [Matrix.mulVec, dotProduct, Fin.sum_univ_succ, h0, h1]
  -- the third orbital spans the unoccupied space
  refine finrank_eq_one ⟨![0, 0, 1], (mem _).2 ⟨rfl, rfl⟩⟩ ?_ ?_
  · intro hz
    have h2 : (1 : ℝ) = 0 := congrFun (congrArg Subtype.val hz) 2
    exact one_ne_zero h2
  · rintro ⟨w, hw⟩
    obtain ⟨h0, h1⟩ := (mem w).1 hw
    refine ⟨w 2, Subtype.ext ?_⟩
    ext i
    fin_cases i <;> simp [h0, h1]

end

end TripletNaturalOccupations
```

```lean
#print axioms TripletNaturalOccupations.even_degeneracy
-- 'TripletNaturalOccupations.even_degeneracy' depends on axioms: [propext, Classical.choice, Quot.sound]
#print axioms TripletNaturalOccupations.even_degeneracy_real
-- 'TripletNaturalOccupations.even_degeneracy_real' depends on axioms: [propext, Classical.choice, Quot.sound]
#print axioms TripletNaturalOccupations.exists_unoccupied
-- 'TripletNaturalOccupations.exists_unoccupied' depends on axioms: [propext, Classical.choice, Quot.sound]
#print axioms TripletNaturalOccupations.zero_occupation_unpaired
-- 'TripletNaturalOccupations.zero_occupation_unpaired' depends on axioms: [propext, Classical.choice, Quot.sound]
```
